# Balanced forces on three non-collinear atoms split uniquely into central pair forces

Let atoms at $x_0,x_1,x_2\in\mathbb R^3$, not on one line, carry forces $F_0,F_1,F_2$ with zero sum and zero total torque. Then there is exactly one set of pair forces $P_{ij}$, on atom $i$ from atom $j$, with

$$P_{ij}=-P_{ji},\qquad P_{ij}\parallel x_i-x_j,\qquad F_i=\sum_j P_{ij}.$$

For an isolated, non-collinear triple, even the forces of an angle-dependent or machine-learned three-body energy can thus be written as central pair forces, provided they balance. The strength of each pair force may depend on all three positions, so no pair potential is implied.

## Derivation from torque balance

Put $u=x_1-x_0$, $v=x_2-x_0$ and $n=u\times v$. Since the atoms are not collinear, $n\neq0$.

**The forces lie in the plane.** Because the net force vanishes, the torque about $x_0$ vanishes too:

$$\sum_i (x_i-x_0)\times F_i=u\times F_1+v\times F_2=0.$$

The dot product with $v$ gives $F_1\cdot n=0$, and that with $u$ gives $F_2\cdot n=0$. Then $F_0=-F_1-F_2$ is also perpendicular to $n$.

**Existence.** Write $F_1=au+bv$ and $F_2=cu+dv$. The torque balance becomes $(b-c)\,n=0$, so $b=c$. Substituting $v=u-(x_1-x_2)$ in $F_1$ and $u=v-(x_2-x_1)$ in $F_2$ gives

$$\begin{aligned}
F_1&=(a+c)(x_1-x_0)-c\,(x_1-x_2),\\
F_2&=(d+c)(x_2-x_0)-c\,(x_2-x_1),\\
F_0&=(a+c)(x_0-x_1)+(d+c)(x_0-x_2).
\end{aligned}$$

The last line is $-F_1-F_2$. Each pair has one coefficient, the same from both ends, so action and reaction hold.

**Uniqueness.** Let $P_{ij}=\lambda(x_i-x_j)$ with $i\ne j$, and let $k$ be the third atom. The force $P_{ik}$ has no torque about $x_k$, hence

$$(x_i-x_k)\times F_i=\lambda\,(x_i-x_k)\times(x_i-x_j).$$

The vector multiplying $\lambda$ is nonzero, so $F_i$ fixes $\lambda$. The diagonal terms $P_{ii}$ vanish by centrality.

**Change of frame.** Let $R$ be an invertible linear map and $s$ a shift. If $Q_{ij}$ decomposes the forces $RF_i$ at positions $Rx_i+s$, then $R^{-1}Q_{ij}$ decomposes $F_i$ at $x_i$: the shift cancels in differences, and $R^{-1}$ preserves sums and multiples. Uniqueness gives $Q_{ij}=RP_{ij}$. Rotations and reflections are the physical cases.

## Positions, forces and pair forces in Lean

```lean
import Mathlib

open Matrix

namespace ThreeBodyCentralForces
```

Vectors are triples of real components. The index type `Fin 3` labels both components and atoms, the latter as 0, 1, 2.

```lean
/-- Vectors in three-dimensional space. -/
abbrev Vec := Fin 3 → ℝ
```

The three fields below are the three conditions on $P_{ij}$. The real coefficient in `central` may have either sign or be zero, so attraction, repulsion and absent interaction are all allowed.

```lean
/-- The pair forces `P i j` (on atom `i` from atom `j`) obey action and reaction, act along
the lines joining the atoms, and add up to the force `F i` on each atom. -/
structure IsCentralDecomposition (x F : Fin 3 → Vec) (P : Fin 3 → Fin 3 → Vec) : Prop where
  antisymm : ∀ i j, P i j = -P j i
  central : ∀ i j, ∃ c : ℝ, P i j = c • (x i - x j)
  total : ∀ i, F i = ∑ j, P i j
```

## Vectors in the plane of the triangle

Here `⨯₃` is the cross product and `⬝ᵥ` the dot product. If $u\ne0$ and $u\times v=0$, then $v$ is $(u\cdot v)/(u\cdot u)$ times $u$, as a check of each component confirms.

```lean
/-- A vector whose cross product with a nonzero vector `u` vanishes is a multiple of `u`. -/
theorem parallel_of_cross_eq_zero {u v : Vec} (hu : u ≠ 0) (h : u ⨯₃ v = 0) :
    ∃ a : ℝ, v = a • u := by
  have hd : u ⬝ᵥ u ≠ 0 := fun h' => hu (dotProduct_self_eq_zero.mp h')
  have h0 : u 1 * v 2 - u 2 * v 1 = 0 := by simpa [cross_apply] using congrFun h 0
  have h1 : u 2 * v 0 - u 0 * v 2 = 0 := by simpa [cross_apply] using congrFun h 1
  have h2 : u 0 * v 1 - u 1 * v 0 = 0 := by simpa [cross_apply] using congrFun h 2
  refine ⟨(u ⬝ᵥ v) / (u ⬝ᵥ u), ?_⟩
  ext i
  rw [Pi.smul_apply, smul_eq_mul, div_mul_eq_mul_div, eq_div_iff hd]
  simp only [dotProduct, Fin.sum_univ_three]
  fin_cases i
  · change v 0 * _ = _ * u 0
    linear_combination -u 1 * h2 + u 2 * h1
  · change v 1 * _ = _ * u 1
    linear_combination -u 2 * h0 + u 0 * h2
  · change v 2 * _ = _ * u 2
    linear_combination -u 0 * h1 + u 1 * h0
```

The expansion of an in-plane force comes from the identity `key`,

$$(n\cdot n)f=((f\times v)\cdot n)\,u+((u\times f)\cdot n)\,v+(f\cdot n)\,n,$$

whose last term vanishes by hypothesis.

```lean
/-- A vector perpendicular to the nonzero normal `u × v` is a combination of `u` and `v`. -/
theorem planar_expansion {u v f : Vec} (hn : u ⨯₃ v ≠ 0) (hf : f ⬝ᵥ (u ⨯₃ v) = 0) :
    ∃ a b : ℝ, f = a • u + b • v := by
  have hN : (u ⨯₃ v) ⬝ᵥ (u ⨯₃ v) ≠ 0 := fun h => hn (dotProduct_self_eq_zero.mp h)
  -- expansion of `f` in the frame `u`, `v`, `u × v`
  have key : ((u ⨯₃ v) ⬝ᵥ (u ⨯₃ v)) • f = ((f ⨯₃ v) ⬝ᵥ (u ⨯₃ v)) • u
      + ((u ⨯₃ f) ⬝ᵥ (u ⨯₃ v)) • v + (f ⬝ᵥ (u ⨯₃ v)) • (u ⨯₃ v) := by
    ext i
    fin_cases i <;> simp [cross_apply, dotProduct, Fin.sum_univ_three] <;> ring
  rw [hf, zero_smul, add_zero] at key
  refine ⟨((u ⨯₃ v) ⬝ᵥ (u ⨯₃ v))⁻¹ * ((f ⨯₃ v) ⬝ᵥ (u ⨯₃ v)),
    ((u ⨯₃ v) ⬝ᵥ (u ⨯₃ v))⁻¹ * ((u ⨯₃ f) ⬝ᵥ (u ⨯₃ v)), ?_⟩
  rw [mul_smul, mul_smul, ← smul_add, ← key, inv_smul_smul₀ hN]
```

Non-collinearity is `¬ Collinear ℝ (Set.range x)`. The "area vector" in the comments is $n$, whose length is twice the triangle's area. Were it zero, either two atoms would coincide or the edges would be parallel; both cases put all three atoms on a line.

```lean
/-- Three non-collinear atoms span a triangle with nonzero area vector, seen from any vertex. -/
theorem area_ne_zero {x : Fin 3 → Vec} (hx : ¬ Collinear ℝ (Set.range x)) {i j k : Fin 3}
    (hij : i ≠ j) (hik : i ≠ k) (hjk : j ≠ k) : (x j - x i) ⨯₃ (x k - x i) ≠ 0 := by
  intro h
  have cover : ∀ i j k l : Fin 3, i ≠ j → i ≠ k → j ≠ k → l = i ∨ l = j ∨ l = k := by decide
  apply hx
  rw [collinear_iff_of_mem (Set.mem_range_self i)]
  by_cases hu : x j - x i = 0
  · refine ⟨x k - x i, ?_⟩
    rintro _ ⟨l, rfl⟩
    rcases cover i j k l hij hik hjk with hl | hl | hl
    · exact ⟨0, by simp [hl]⟩
    · exact ⟨0, by rw [hl, zero_smul, zero_vadd]; exact sub_eq_zero.mp hu⟩
    · exact ⟨1, by simp [hl]⟩
  · obtain ⟨a, ha⟩ := parallel_of_cross_eq_zero hu h
    refine ⟨x j - x i, ?_⟩
    rintro _ ⟨l, rfl⟩
    rcases cover i j k l hij hik hjk with hl | hl | hl
    · exact ⟨0, by simp [hl]⟩
    · exact ⟨1, by simp [hl]⟩
    · exact ⟨a, by rw [hl, ← ha, vadd_eq_add, sub_add_cancel]⟩
```

## Consequences of balance

The torque hypothesis `hT` refers to the origin. Subtracting $x_k\times\sum_iF_i=0$ moves the reference point to atom $k$.

```lean
/-- If the total force and the total torque vanish, the torque about each atom vanishes. -/
theorem torque_about_atom {x F : Fin 3 → Vec} (hF : ∑ i, F i = 0)
    (hT : ∑ i, x i ⨯₃ F i = 0) (k : Fin 3) : ∑ i, (x i - x k) ⨯₃ F i = 0 := by
  simp only [map_sub, LinearMap.sub_apply]
  rw [Finset.sum_sub_distrib, hT, ← map_sum (crossProduct (x k)), hF, map_zero, sub_zero]
```

The identities `e1` and `e2` are the dot products with $v$ and $u$ taken above.

```lean
/-- If the total force and the total torque on three atoms vanish, every force is
perpendicular to the area vector of their triangle. -/
theorem force_in_plane {x F : Fin 3 → Vec} (hF : ∑ i, F i = 0)
    (hT : ∑ i, x i ⨯₃ F i = 0) (i : Fin 3) :
    F i ⬝ᵥ ((x 1 - x 0) ⨯₃ (x 2 - x 0)) = 0 := by
  have t := torque_about_atom hF hT 0
  rw [Fin.sum_univ_three, sub_self, map_zero, LinearMap.zero_apply, zero_add] at t
  -- project the torque balance on the two edges
  have e1 : ∀ u v f g : Vec, f ⬝ᵥ (u ⨯₃ v) = -(v ⬝ᵥ (u ⨯₃ f + v ⨯₃ g)) := by
    intro u v f g
    simp [cross_apply, dotProduct, Fin.sum_univ_three]
    ring
  have e2 : ∀ u v f g : Vec, g ⬝ᵥ (u ⨯₃ v) = u ⬝ᵥ (u ⨯₃ f + v ⨯₃ g) := by
    intro u v f g
    simp [cross_apply, dotProduct, Fin.sum_univ_three]
    ring
  have h1 : F 1 ⬝ᵥ ((x 1 - x 0) ⨯₃ (x 2 - x 0)) = 0 := by
    rw [e1 _ _ _ (F 2), t, dotProduct_zero, neg_zero]
  have h2 : F 2 ⬝ᵥ ((x 1 - x 0) ⨯₃ (x 2 - x 0)) = 0 := by
    rw [e2 _ _ (F 1) _, t, dotProduct_zero]
  have h0 := congrArg (fun f => f ⬝ᵥ ((x 1 - x 0) ⨯₃ (x 2 - x 0))) hF
  simp only [Fin.sum_univ_three, add_dotProduct, zero_dotProduct, h1, h2, add_zero] at h0
  fin_cases i
  · exact h0
  · exact h1
  · exact h2
```

## Uniqueness and existence

The next lemma removes $P_{ii}$ and $P_{ik}$ from the torque about atom $k$.

```lean
/-- In a central decomposition, the torque about atom `k` of the force on atom `i` is
the torque of the pair force from the third atom `j` alone. -/
theorem pair_torque {x F : Fin 3 → Vec} {P : Fin 3 → Fin 3 → Vec}
    (hP : IsCentralDecomposition x F P) {i j k : Fin 3}
    (hij : i ≠ j) (hik : i ≠ k) (hjk : j ≠ k) :
    (x i - x k) ⨯₃ F i = (x i - x k) ⨯₃ P i j := by
  have cover : ∀ i j k : Fin 3, i ≠ j → i ≠ k → j ≠ k →
      (Finset.univ : Finset (Fin 3)) = {i, j, k} := by decide
  have hii : P i i = 0 := by
    obtain ⟨c, hc⟩ := hP.central i i
    rw [hc, sub_self, smul_zero]
  obtain ⟨c, hc⟩ := hP.central i k
  rw [hP.total i, cover i j k hij hik hjk, Finset.sum_insert (by simp [hij, hik]),
    Finset.sum_pair hjk, hii, zero_add, map_add, hc, map_smul, cross_self, smul_zero, add_zero]
```

Two decompositions therefore have equal torques about the third atom, and cancelling the nonzero cross product equates their coefficients.

```lean
/-- For non-collinear atoms, two central decompositions of the same forces agree. -/
theorem decomposition_unique {x F : Fin 3 → Vec} {P Q : Fin 3 → Fin 3 → Vec}
    (hx : ¬ Collinear ℝ (Set.range x)) (hP : IsCentralDecomposition x F P)
    (hQ : IsCentralDecomposition x F Q) (i j : Fin 3) : P i j = Q i j := by
  obtain ⟨c, hc⟩ := hP.central i j
  obtain ⟨d, hd⟩ := hQ.central i j
  by_cases hij : i = j
  · rw [hc, hd, hij, sub_self, smul_zero, smul_zero]
  have third : ∀ i j : Fin 3, i ≠ j → ∃ k, i ≠ k ∧ j ≠ k := by decide
  obtain ⟨k, hik, hjk⟩ := third i j hij
  -- both pair forces have the same torque about the third atom
  have t := (pair_torque hP hij hik hjk).symm.trans (pair_torque hQ hij hik hjk)
  rw [hc, hd, map_smul, map_smul] at t
  have hn : (x i - x k) ⨯₃ (x i - x j) ≠ 0 := by
    rw [← neg_sub (x k) (x i), ← neg_sub (x j) (x i)]
    simp only [map_neg, LinearMap.neg_apply, neg_neg]
    exact area_ne_zero hx hik hij hjk.symm
  have hcd : (c - d) • ((x i - x k) ⨯₃ (x i - x j)) = 0 := by
    rw [sub_smul, t, sub_self]
  rw [hc, hd, sub_eq_zero.mp ((smul_eq_zero.mp hcd).resolve_right hn)]
```

The main theorem assumes non-collinearity, zero net force and zero torque; `∃!` says that exactly one `P` exists. In the proof, `hbc` is the equality $c=b$, and the symmetric table `g` holds the pair coefficients found by hand.

```lean
/-- Forces on three non-collinear atoms with zero sum and zero total torque decompose
in exactly one way into central pair forces obeying action and reaction. -/
theorem existsUnique_central_decomposition {x F : Fin 3 → Vec}
    (hx : ¬ Collinear ℝ (Set.range x)) (hF : ∑ i, F i = 0) (hT : ∑ i, x i ⨯₃ F i = 0) :
    ∃! P : Fin 3 → Fin 3 → Vec, IsCentralDecomposition x F P := by
  have hn : (x 1 - x 0) ⨯₃ (x 2 - x 0) ≠ 0 :=
    area_ne_zero hx (by decide) (by decide) (by decide)
  obtain ⟨a, b, h1⟩ := planar_expansion hn (force_in_plane hF hT 1)
  obtain ⟨c, d, h2⟩ := planar_expansion hn (force_in_plane hF hT 2)
  have t := torque_about_atom hF hT 0
  rw [Fin.sum_univ_three, sub_self, map_zero, LinearMap.zero_apply, zero_add, h1, h2] at t
  -- torque balance makes the cross coefficients equal
  have e : ∀ u v : Vec, (b - c) • (u ⨯₃ v)
      = u ⨯₃ (a • u + b • v) + v ⨯₃ (c • u + d • v) := by
    intro u v
    simp only [map_add, map_smul, cross_self, smul_zero, zero_add, add_zero]
    rw [← cross_anticomm u v]
    module
  have hbc : c = b :=
    (sub_eq_zero.mp ((smul_eq_zero.mp ((e _ _).trans t)).resolve_right hn)).symm
  subst hbc
  rw [Fin.sum_univ_three] at hF
  let g : Fin 3 → Fin 3 → ℝ := ![![0, a + c, d + c], ![a + c, 0, -c], ![d + c, -c, 0]]
  have gs : ∀ i j, g i j = g j i := by
    intro i j
    fin_cases i <;> fin_cases j <;> rfl
  have hP : IsCentralDecomposition x F (fun i j => g i j • (x i - x j)) := by
    refine ⟨fun i j => ?_, fun i j => ⟨g i j, rfl⟩, fun i => ?_⟩
    · rw [gs i j, ← smul_neg, neg_sub]
    · rw [Fin.sum_univ_three]
      fin_cases i
      · change F 0 = (0 : ℝ) • (x 0 - x 0) + (a + c) • (x 0 - x 1) + (d + c) • (x 0 - x 2)
        linear_combination (norm := module) hF - h1 - h2
      · change F 1 = (a + c) • (x 1 - x 0) + (0 : ℝ) • (x 1 - x 1) + (-c) • (x 1 - x 2)
        linear_combination (norm := module) h1
      · change F 2 = (d + c) • (x 2 - x 0) + (-c) • (x 2 - x 1) + (0 : ℝ) • (x 2 - x 2)
        linear_combination (norm := module) h2
  exact ⟨_, hP, fun Q hQ => funext fun i => funext fun j => decomposition_unique hx hQ hP i j⟩
```

For forces derived from an energy, the two balance conditions express its invariance under translations and rotations. That link is a separate step: the theorem takes the balances as hypotheses and contains no energy function.

## Pair forces in a transformed frame

The last theorem takes a decomposition in each frame as given. The term `hS` transforms `Q` back with `R.symm`, the inverse of `R`, and `decomposition_unique` then identifies it with `P`.

```lean
/-- For non-collinear atoms, if an invertible linear map `R` acts on positions and forces and
the positions are also shifted by `s`, the central pair forces are transformed by `R`. -/
theorem pair_forces_equivariant {x F : Fin 3 → Vec} {P Q : Fin 3 → Fin 3 → Vec}
    (hx : ¬ Collinear ℝ (Set.range x)) (R : Vec ≃ₗ[ℝ] Vec) (s : Vec)
    (hP : IsCentralDecomposition x F P)
    (hQ : IsCentralDecomposition (fun i => R (x i) + s) (fun i => R (F i)) Q) (i j : Fin 3) :
    Q i j = R (P i j) := by
  -- transform back and use uniqueness
  have hS : IsCentralDecomposition x F (fun i j => R.symm (Q i j)) := by
    refine ⟨fun i j => ?_, fun i j => ?_, fun i => ?_⟩
    · rw [hQ.antisymm i j, map_neg]
    · obtain ⟨c, hc⟩ := hQ.central i j
      refine ⟨c, ?_⟩
      rw [hc]
      simp
    · have h := congrArg R.symm (hQ.total i)
      simpa [map_sum] using h
  rw [decomposition_unique hx hP hS i j]
  simp

end ThreeBodyCentralForces
```

```lean
#print axioms ThreeBodyCentralForces.existsUnique_central_decomposition
#print axioms ThreeBodyCentralForces.pair_forces_equivariant
```

```
'ThreeBodyCentralForces.existsUnique_central_decomposition' depends on axioms: [propext, Classical.choice, Quot.sound]
'ThreeBodyCentralForces.pair_forces_equivariant' depends on axioms: [propext, Classical.choice, Quot.sound]
```
